# Coupled-perturbed equations for differentiable, orthonormal Roothaan orbitals

The overlap matrix \(S\), the Fock matrix \(F\) and the orbital coefficients \(C\) are real square matrices that depend on a real parameter \(s\), such as a field strength. Column \(q\) of \(C(s)\) is orbital \(q\), with energy \(e_q(s)\), and \(\varepsilon\) is the diagonal matrix of these energies. A prime denotes the derivative at the point \(s=t\); matrices without an argument are taken there.

```lean
import Mathlib

open Matrix Filter Topology

namespace CoupledPerturbed

variable {n : Type*} [Fintype n] [DecidableEq n]
```

The finite set `n` labels both basis functions and orbitals, so there are as many orbitals as basis functions.

```lean
/-- The matrix family `A` has the entrywise derivative `A'` at the parameter value `t`. -/
def HasMatDerivAt (A : ℝ → Matrix n n ℝ) (A' : Matrix n n ℝ) (t : ℝ) : Prop :=
  ∀ i j, HasDerivAt (fun s => A s i j) (A' i j) t
```

`HasMatDerivAt A A' t` says that every entry \(A_{ij}(s)\) is differentiable at \(t\), with derivative \(A'_{ij}\).

```lean
/-- The matrix `A` transformed from the atomic basis to the orbitals `C`. -/
def toMO (C A : Matrix n n ℝ) : Matrix n n ℝ := Cᵀ * A * C
```

`toMO C A` is \(C^TAC\). Two such matrices carry the perturbation:
\[
F^{(1)}=C^TF'C,\qquad S^{(1)}=C^TS'C .
\]

```lean
/-- Near `t`, the columns of `C` are orthonormal solutions of the Roothaan equations
with orbital energies `e`. -/
structure OrbitalBranch (F S C : ℝ → Matrix n n ℝ) (e : ℝ → n → ℝ) (t : ℝ) : Prop where
  roothaan : ∀ᶠ s in 𝓝 t, F s * C s = S s * C s * diagonal (e s)
  orthonormal : ∀ᶠ s in 𝓝 t, (C s)ᵀ * S s * C s = 1
```

The symbols `∀ᶠ s in 𝓝 t` mean "for all \(s\) in some neighbourhood of \(t\)". There the orbitals satisfy
\[
FC=SC\varepsilon,\qquad C^TSC=1 .
\]
A neighbourhood is needed because both equations will be differentiated.

```lean
/-- The density matrix of the orbitals `C` with occupation numbers `ν`. -/
def density (C : Matrix n n ℝ) (ν : n → ℝ) : Matrix n n ℝ := C * diagonal ν * Cᵀ
```

This is \(D=C\nu C^T\), where \(\nu\) is the diagonal matrix of occupation numbers. In a closed-shell molecule they are 2 or 0, but any real numbers are allowed.

```lean
/-- The mean field produced by the density matrix `D` through the two-electron tensor `K`. -/
def meanField (K : n → n → n → n → ℝ) (D : Matrix n n ℝ) : Matrix n n ℝ :=
  Matrix.of fun i j => ∑ k, ∑ l, K i j k l * D k l
```

The mean field is \(K[D]_{ij}=\sum_{kl}K_{ijkl}D_{kl}\). The array \(K\) stands for the electron repulsion; in closed-shell Hartree–Fock theory, with occupations 2 and 0, it is Coulomb minus half the exchange. Here it is arbitrary.

## Differentiating in a moving orbital basis

```lean
variable {F S C H : ℝ → Matrix n n ℝ} {e : ℝ → n → ℝ} {t : ℝ}
  {F' S' C' H' U : Matrix n n ℝ}

omit [DecidableEq n] in
/-- The product rule for matrix families. -/
theorem HasMatDerivAt.mul {A B : ℝ → Matrix n n ℝ} {A' B' : Matrix n n ℝ}
    (hA : HasMatDerivAt A A' t) (hB : HasMatDerivAt B B' t) :
    HasMatDerivAt (fun s => A s * B s) (A' * B t + A t * B') t := by
  intro i j
  simp only [Matrix.mul_apply, Matrix.add_apply, ← Finset.sum_add_distrib]
  exact HasDerivAt.fun_sum fun k _ => (hA i k).fun_mul (hB k j)
```

After the names of the variables comes the product rule, \((AB)'=A'B+AB'\). Lean applies the ordinary rule to each term of \(\sum_k A_{ik}B_{kj}\).

```lean
omit [DecidableEq n] in
/-- The derivative of a matrix in the moving orbital basis, when the orbitals change by `C U`. -/
theorem HasMatDerivAt.congruence {A : ℝ → Matrix n n ℝ} {A' : Matrix n n ℝ}
    (hA : HasMatDerivAt A A' t) (hC : HasMatDerivAt C (C t * U) t) :
    HasMatDerivAt (fun s => toMO (C s) (A s))
      (Uᵀ * toMO (C t) (A t) + toMO (C t) A' + toMO (C t) (A t) * U) t := by
  have hT : HasMatDerivAt (fun s => (C s)ᵀ) (C t * U)ᵀ t := fun i j => hC j i
  have h := (hT.mul hA).mul hC
  have hk : Uᵀ * toMO (C t) (A t) + toMO (C t) A' + toMO (C t) (A t) * U
      = ((C t * U)ᵀ * A t + (C t)ᵀ * A') * C t + (C t)ᵀ * A t * (C t * U) := by
    simp only [toMO, Matrix.transpose_mul]
    noncomm_ring
  rw [hk]
  exact h
```

Suppose \(C'=CU\), so that \(U_{pq}\) is the amount of orbital \(p\) mixed into orbital \(q\). Using the product rule twice gives
\[
(C^TAC)'=U^TC^TAC+C^TA'C+C^TAC\,U .
\]
The tactic `noncomm_ring` does the algebra without exchanging matrix factors.

```lean
/-- In the orbital basis the Fock matrix is the diagonal matrix of orbital energies. -/
theorem OrbitalBranch.fock_diagonal (hb : OrbitalBranch F S C e t) :
    ∀ᶠ s in 𝓝 t, toMO (C s) (F s) = diagonal (e s) := by
  filter_upwards [hb.roothaan, hb.orthonormal] with s h1 h2
  calc toMO (C s) (F s) = (C s)ᵀ * (F s * C s) := Matrix.mul_assoc _ _ _
    _ = (C s)ᵀ * S s * C s * diagonal (e s) := by
        rw [h1]
        simp only [Matrix.mul_assoc]
    _ = diagonal (e s) := by rw [h2, Matrix.one_mul]
```

Multiply the Roothaan equation by \(C^T\) from the left: \(C^TFC=C^TSC\,\varepsilon=\varepsilon\). `filter_upwards` restricts \(s\) to values where both defining equations hold.

```lean
/-- At the parameter value `t`, the Fock and overlap matrices of an orbital branch are symmetric. -/
theorem OrbitalBranch.symmetric (hb : OrbitalBranch F S C e t) :
    (F t)ᵀ = F t ∧ (S t)ᵀ = S t := by
  have h1 : toMO (C t) (S t) = 1 := hb.orthonormal.self_of_nhds
  obtain ⟨B, hB⟩ : ∃ B, C t * B = 1 :=
    ⟨(C t)ᵀ * S t, mul_eq_one_comm.mp hb.orthonormal.self_of_nhds⟩
  -- symmetry in the orbital basis carries back to the atomic basis
  have key : ∀ A, (toMO (C t) A)ᵀ = toMO (C t) A → Aᵀ = A := by
    intro A hA
    have hr : A = Bᵀ * toMO (C t) A * B := by
      calc A = (C t * B)ᵀ * A * (C t * B) := by
            rw [hB, Matrix.transpose_one, Matrix.one_mul, Matrix.mul_one]
        _ = Bᵀ * toMO (C t) A * B := by
            simp only [toMO, Matrix.transpose_mul, Matrix.mul_assoc]
    calc Aᵀ = (Bᵀ * toMO (C t) A * B)ᵀ := congrArg Matrix.transpose hr
      _ = Bᵀ * (toMO (C t) A)ᵀ * B := by
          simp only [Matrix.transpose_mul, Matrix.transpose_transpose, Matrix.mul_assoc]
      _ = A := by
          rw [hA]
          exact hr.symm
  exact ⟨key _ (by rw [hb.fock_diagonal.self_of_nhds, Matrix.diagonal_transpose]),
    key _ (by rw [h1, Matrix.transpose_one])⟩
```

Symmetry of \(F\) and \(S\) follows from the two orbital equations. Since \(C^TSC=1\) and the matrices are square, \(C\) has an inverse \(B=C^TS\), and any \(A\) equals \(B^T(C^TAC)B\). If \(C^TAC\) is symmetric, so is \(A\). This applies to \(F\), which becomes \(\varepsilon\), and to \(S\), which becomes \(1\).

## The response equations

```lean
/-- Orthonormality fixes the symmetric part of the orbital response `U`. -/
theorem overlap_response (hb : OrbitalBranch F S C e t) (hS : HasMatDerivAt S S' t)
    (hC : HasMatDerivAt C (C t * U) t) : U + Uᵀ + toMO (C t) S' = 0 := by
  have h1 : toMO (C t) (S t) = 1 := hb.orthonormal.self_of_nhds
  have h := hS.congruence hC
  rw [h1, Matrix.mul_one, Matrix.one_mul] at h
  have h0 : Uᵀ + toMO (C t) S' + U = 0 := by
    ext i j
    exact (h i j).unique ((hasDerivAt_const t ((1 : Matrix n n ℝ) i j)).congr_of_eventuallyEq
      (hb.orthonormal.mono fun s hs => congrFun (congrFun hs i) j))
  have hk : U + Uᵀ + toMO (C t) S' = Uᵀ + toMO (C t) S' + U := by abel
  rw [hk, h0]
```

Differentiate \(C^TSC=1\). The right side is constant near \(t\), so
\[
U^T+S^{(1)}+U=0 .
\]
In Lean, `unique` says that a function has only one derivative at a point, which here must be zero.

```lean
/-- The derivative of the diagonal matrix of orbital energies, in terms of the response `U`. -/
theorem energy_response (hb : OrbitalBranch F S C e t) (hF : HasMatDerivAt F F' t)
    (hS : HasMatDerivAt S S' t) (hC : HasMatDerivAt C (C t * U) t) :
    HasMatDerivAt (fun s => diagonal (e s))
      (toMO (C t) F' - toMO (C t) S' * diagonal (e t)
        + diagonal (e t) * U - U * diagonal (e t)) t := by
  have h := hF.congruence hC
  rw [hb.fock_diagonal.self_of_nhds] at h
  -- eliminate the transpose of U by orthonormality
  have hT : Uᵀ = -U - toMO (C t) S' := by
    linear_combination (norm := noncomm_ring) overlap_response hb hS hC
  have hk : toMO (C t) F' - toMO (C t) S' * diagonal (e t)
        + diagonal (e t) * U - U * diagonal (e t)
      = Uᵀ * diagonal (e t) + toMO (C t) F' + diagonal (e t) * U := by
    rw [hT]
    noncomm_ring
  rw [hk]
  intro i j
  exact (h i j).congr_of_eventuallyEq
    (hb.fock_diagonal.mono fun s hs => (congrFun (congrFun hs i) j).symm)
```

Differentiating \(C^TFC=\varepsilon\) gives \(\varepsilon'=U^T\varepsilon+F^{(1)}+\varepsilon U\). Inserting \(U^T=-U-S^{(1)}\) yields
\[
\varepsilon'=F^{(1)}-S^{(1)}\varepsilon+\varepsilon U-U\varepsilon .
\]
Differentiability of the energies is a conclusion, because \(\varepsilon\) equals a differentiable product near \(t\).

```lean
/-- Coupled-perturbed equations: the orbital derivative is `C U` for exactly one `U`, which obeys
the orthonormality condition and the off-diagonal response equations; the diagonal part gives
the derivatives of the orbital energies. -/
theorem coupled_perturbed (hb : OrbitalBranch F S C e t) (hF : HasMatDerivAt F F' t)
    (hS : HasMatDerivAt S S' t) (hC : HasMatDerivAt C C' t) :
    (∃! U, C' = C t * U) ∧ ∀ U, C' = C t * U →
      U + Uᵀ + toMO (C t) S' = 0 ∧
      (∀ p q, p ≠ q → (e t q - e t p) * U p q
        = toMO (C t) F' p q - e t q * toMO (C t) S' p q) ∧
      ∀ p, HasDerivAt (fun s => e s p)
        (toMO (C t) F' p p - e t p * toMO (C t) S' p p) t := by
  constructor
  · have h : (C t)ᵀ * S t * C t = 1 := hb.orthonormal.self_of_nhds
    have h' : C t * ((C t)ᵀ * S t) = 1 := mul_eq_one_comm.mp h
    refine ⟨(C t)ᵀ * S t * C', ?_, ?_⟩
    · change C' = C t * ((C t)ᵀ * S t * C')
      rw [← Matrix.mul_assoc, h', Matrix.one_mul]
    · intro V hV
      have hV' : C' = C t * V := hV
      rw [hV', ← Matrix.mul_assoc, h, Matrix.one_mul]
  · intro U hU
    rw [hU] at hC
    have hE := energy_response hb hF hS hC
    refine ⟨overlap_response hb hS hC, ?_, ?_⟩
    · intro p q hpq
      have h0 : HasDerivAt (fun s => diagonal (e s) p q) 0 t := by
        simp only [Matrix.diagonal_apply_ne _ hpq]
        exact hasDerivAt_const t 0
      have h := (hE p q).unique h0
      simp only [Matrix.sub_apply, Matrix.add_apply, Matrix.mul_diagonal,
        Matrix.diagonal_mul] at h
      linear_combination -h
    · intro p
      have h := hE p p
      simp only [Matrix.diagonal_apply_eq, Matrix.sub_apply, Matrix.add_apply,
        Matrix.mul_diagonal, Matrix.diagonal_mul] at h
      exact h.congr_deriv (by ring)
```

The symbol `∃!` means "there is exactly one". Multiplying \(C'=CU\) by \(C^TS\) forces \(U=C^TSC'\), and this choice works because \(CC^TS=1\).

The orthonormality condition is `overlap_response`. The other two claims are entries of the equation for \(\varepsilon'\). For \(p\ne q\) the left side vanishes:
\[
0=F^{(1)}_{pq}-e_qS^{(1)}_{pq}+e_pU_{pq}-e_qU_{pq},
\]
and therefore
\[
(e_q-e_p)U_{pq}=F^{(1)}_{pq}-e_qS^{(1)}_{pq}.
\]
For \(p=q\) the terms in \(U\) cancel, leaving \(e_p'=F^{(1)}_{pp}-e_pS^{(1)}_{pp}\). The tactic `linear_combination` performs the rearrangement.

If \(e_p=e_q\), the off-diagonal equation constrains the perturbation but does not determine \(U_{pq}\). Differentiability of \(C\) is assumed throughout, not derived from that of \(F\) and \(S\).

Orthonormality matters already for one orbital. Take \(F=S=1\), \(e=1\) and \(C(s)=1+s\) at \(t=0\). The Roothaan equation holds for every \(s\), but \(U=1\) and \(S^{(1)}=0\), so \(U+U^T+S^{(1)}=2\) instead of zero.

## Letting the mean field respond

```lean
/-- The first-order change of the density matrix at fixed occupation numbers. -/
theorem density_response (ν : n → ℝ) (hC : HasMatDerivAt C (C t * U) t) :
    HasMatDerivAt (fun s => density (C s) ν)
      (C t * (U * diagonal ν + diagonal ν * Uᵀ) * (C t)ᵀ) t := by
  have hν : HasMatDerivAt (fun _ => diagonal ν) 0 t := fun i j => hasDerivAt_const t _
  have hT : HasMatDerivAt (fun s => (C s)ᵀ) (C t * U)ᵀ t := fun i j => hC j i
  have h := (hC.mul hν).mul hT
  have hk : C t * (U * diagonal ν + diagonal ν * Uᵀ) * (C t)ᵀ
      = (C t * U * diagonal ν + C t * 0) * (C t)ᵀ + C t * diagonal ν * (C t * U)ᵀ := by
    rw [Matrix.transpose_mul]
    noncomm_ring
  rw [hk]
  exact h
```

With fixed occupations, the product rule gives
\[
D'=CU\nu C^T+C\nu U^TC^T=C(U\nu+\nu U^T)C^T .
\]

```lean
/-- Self-consistent response equations for a Fock matrix made of a one-electron part `H` and
the mean field of its own orbitals, with a fixed two-electron tensor. -/
theorem self_consistent_response (K : n → n → n → n → ℝ) (ν : n → ℝ)
    (hb : OrbitalBranch F S C e t)
    (hfock : ∀ᶠ s in 𝓝 t, F s = H s + meanField K (density (C s) ν))
    (hH : HasMatDerivAt H H' t) (hS : HasMatDerivAt S S' t)
    (hC : HasMatDerivAt C (C t * U) t) {p q : n} (hpq : p ≠ q) :
    (e t q - e t p) * U p q - toMO (C t)
        (meanField K (C t * (U * diagonal ν + diagonal ν * Uᵀ) * (C t)ᵀ)) p q
      = toMO (C t) H' p q - e t q * toMO (C t) S' p q := by
  have hD := density_response ν hC
  -- the Fock matrix responds directly and through the density
  have hF : HasMatDerivAt F
      (H' + meanField K (C t * (U * diagonal ν + diagonal ν * Uᵀ) * (C t)ᵀ)) t := by
    intro i j
    have hG : HasDerivAt (fun s => meanField K (density (C s) ν) i j)
        (meanField K (C t * (U * diagonal ν + diagonal ν * Uᵀ) * (C t)ᵀ) i j) t := by
      simp only [meanField, Matrix.of_apply]
      exact HasDerivAt.fun_sum fun k _ => HasDerivAt.fun_sum fun l _ =>
        (hD k l).const_mul (K i j k l)
    exact ((hH i j).fun_add hG).congr_of_eventuallyEq
      (hfock.mono fun s hs => congrFun (congrFun hs i) j)
  have h := ((coupled_perturbed hb hF hS hC).2 U rfl).2.1 p q hpq
  have hadd : ∀ A B, toMO (C t) (A + B) = toMO (C t) A + toMO (C t) B := by
    intro A B
    simp only [toMO, Matrix.mul_add, Matrix.add_mul]
  rw [hadd, Matrix.add_apply] at h
  linear_combination h
```

Now let \(F=H+K[D]\) near \(t\), with a one-electron part \(H\) and the density of the same orbitals. Since \(K\) is fixed and acts linearly, \(F'=H'+K[D']\). Put this into the off-diagonal equation and move the induced field to the left:
\[
(e_q-e_p)U_{pq}-\bigl(C^TK[D']C\bigr)_{pq}
=H^{(1)}_{pq}-e_qS^{(1)}_{pq},\qquad H^{(1)}=C^TH'C .
\]
Because \(D'\) contains \(U\), the equations for different orbital pairs are in general coupled. The theorem says that an existing differentiable response obeys them; it does not say that the linear system has a unique solution.

For a real, finite basis with fixed two-electron integrals, these are the equations behind Hartree–Fock polarizabilities in a static electric field. When atom-centred basis functions move with the nuclei, \(K\) changes too and a further term is needed.

## A two-orbital example

```lean
/-- An explicit two-orbital family with changing overlap, Fock matrix and orbital energies
is a differentiable orbital branch at zero. -/
theorem coupled_perturbed_witness :
    OrbitalBranch (fun s => !![-1, s; s, 1 + s - s ^ 2]) (fun s => !![1, -s; -s, 1 + s ^ 2])
      (fun s => !![1, s; 0, 1]) (fun s => ![-1, 1 + s]) 0 ∧
    HasMatDerivAt (fun s => !![-1, s; s, 1 + s - s ^ 2]) !![0, 1; 1, 1] 0 ∧
    HasMatDerivAt (fun s => !![1, -s; -s, 1 + s ^ 2]) !![0, -1; -1, 0] 0 ∧
    HasMatDerivAt (fun s => !![1, s; 0, 1]) !![0, 1; 0, 0] 0 := by
  -- a quadratic family has its linear coefficient as derivative at zero
  have quad : ∀ (M : ℝ → Matrix (Fin 2) (Fin 2) ℝ) (A B D : Matrix (Fin 2) (Fin 2) ℝ),
      (∀ s i j, M s i j = A i j + s * B i j + s ^ 2 * D i j) → HasMatDerivAt M B 0 := by
    intro M A B D h i j
    have h1 := (((hasDerivAt_id' (0 : ℝ)).mul_const (B i j)).const_add (A i j)).fun_add
      ((hasDerivAt_pow 2 (0 : ℝ)).mul_const (D i j))
    have h2 : (fun s => M s i j) = fun s => A i j + s * B i j + s ^ 2 * D i j :=
      funext fun s => h s i j
    rw [h2]
    exact h1.congr_deriv (by simp)
  refine ⟨⟨Eventually.of_forall fun s => ?_, Eventually.of_forall fun s => ?_⟩,
    quad _ !![-1, 0; 0, 1] _ !![0, 0; 0, -1] ?_,
    quad _ !![1, 0; 0, 1] _ !![0, 0; 0, 1] ?_,
    quad _ !![1, 0; 0, 1] _ !![0, 0; 0, 0] ?_⟩
  · ext i j
    fin_cases i <;> fin_cases j <;>
      simp [Matrix.mul_apply, Fin.sum_univ_two, Matrix.diagonal_apply]
    ring
  · ext i j
    fin_cases i <;> fin_cases j <;> simp [Matrix.mul_apply, Fin.sum_univ_two]
    ring
  all_goals
    intro s i j
    fin_cases i <;> fin_cases j <;> simp <;> ring

end CoupledPerturbed
```

The `!![...]` notation lists a matrix row by row. This family meets all the hypotheses of `coupled_perturbed` at \(t=0\). The helper `quad` reads the derivative of a quadratic family from its linear coefficient, and `fin_cases` splits the matrix equations into entries, which `simp` and `ring` check.

With Lean's labels 0 and 1, \(C(0)=1\) gives \(U=C'\), whose only nonzero entry is \(U_{01}=1\). The equation for \(p=0,\ q=1\) then reads \((1-(-1))\cdot1=1-1\cdot(-1)\), which is 2 on both sides.

```lean
#print axioms CoupledPerturbed.OrbitalBranch.symmetric
#print axioms CoupledPerturbed.coupled_perturbed
#print axioms CoupledPerturbed.self_consistent_response
```

```
'CoupledPerturbed.OrbitalBranch.symmetric' depends on axioms: [propext, Classical.choice, Quot.sound]
'CoupledPerturbed.coupled_perturbed' depends on axioms: [propext, Classical.choice, Quot.sound]
'CoupledPerturbed.self_consistent_response' depends on axioms: [propext, Classical.choice, Quot.sound]
```
